# The lowest level of a Hermitian virtual crystal is concave in composition, and linear exactly when the end members share a ground eigenvector

The virtual-crystal approximation replaces an alloy by the composition-weighted average of its end members' Hamiltonians. Interpolate the lowest level linearly between the end members instead, and the result can lie below that of the averaged Hamiltonian at every intermediate composition. For the two-level end members $\sigma_z$ and $\sigma_x$, both with lowest level $-1$, the interpolation gives $-1$ throughout, but the equal mixture has $-1/\sqrt2\approx-0.707$. The averaged Hamiltonian alone produces this bowing, without disorder or relaxation.

For Hermitian end members $A$ and $B$, the interpolation never overestimates the lowest level of the averaged Hamiltonian, and the two agree at an interior composition exactly when $A$ and $B$ have a common ground eigenvector. This bears on virtual-crystal estimates of a lowest one-electron level, in a finite orthonormal basis common to both end members and with matrices that do not themselves depend on composition. Band gaps, which involve other levels, need a separate argument.

## Levels, ground energy and mixture

The type `n` labels the basis states, and a Hamiltonian is a complex matrix $H$ over it.

```lean
import Mathlib

open Matrix
open scoped ComplexOrder

namespace VirtualCrystalBowing

noncomputable section

variable {n : Type*} [Fintype n] [DecidableEq n]
```

A level is a real $E$ with $Hv=Ev$ for some $v\neq0$.

```lean
/-- The energy levels of `H`: the real numbers `E` with `H v = E v` for some nonzero `v`. -/
def levels (H : Matrix n n ℂ) : Set ℝ :=
  {E | ∃ v : n → ℂ, v ≠ 0 ∧ H *ᵥ v = (E : ℂ) • v}
```

The ground energy $E_0(H)$ is defined as the infimum of the levels. For Hermitian $H$ with at least one basis state it is attained, as proved below.

```lean
/-- The ground energy of `H`: the infimum of its energy levels. -/
def groundEnergy (H : Matrix n n ℂ) : ℝ := sInf (levels H)
```

A ground vector is a nonzero eigenvector at $E_0(H)$. It need not be normalised, and the ground level may be degenerate.

```lean
/-- A ground vector of `H`: a nonzero eigenvector at the ground energy. -/
def IsGroundVector (H : Matrix n n ℂ) (v : n → ℂ) : Prop :=
  v ≠ 0 ∧ H *ᵥ v = (groundEnergy H : ℂ) • v
```

Write $\langle v,w\rangle=\sum_i\bar v_iw_i$. The function `meanEnergy` is the real part of $\langle v,Hv\rangle$; the physical expectation value is this number divided by $\langle v,v\rangle$.

```lean
/-- The quadratic form `⟨v, H v⟩` (its real part), for `v` of any norm. -/
def meanEnergy (H : Matrix n n ℂ) (v : n → ℂ) : ℝ := (star v ⬝ᵥ H *ᵥ v).re
```

With $x$ the fraction of $A$, the virtual crystal is $H(x)=xA+(1-x)B$.

```lean
/-- The virtual-crystal matrix `x A + (1 - x) B` at composition `x`. -/
def virtualCrystal (A B : Matrix n n ℂ) (x : ℝ) : Matrix n n ℂ :=
  (x : ℂ) • A + ((1 - x : ℝ) : ℂ) • B
```

## The variational principle and its equality case

If $Hv=Ev$ with $v\ne0$, then $E-H$ annihilates a nonzero vector, so it is not invertible and $E$ lies in the spectrum. Conversely, each eigenvalue given by the spectral theorem comes with an eigenvector.

```lean
/-- The levels of a Hermitian matrix are exactly the eigenvalues listed by the spectral
theorem. -/
theorem mem_levels_iff {H : Matrix n n ℂ} (hH : H.IsHermitian) {E : ℝ} :
    E ∈ levels H ↔ ∃ j, hH.eigenvalues j = E := by
  constructor
  · rintro ⟨v, hv, h⟩
    have hs : E ∈ spectrum ℝ H := by
      rw [spectrum.mem_iff]
      rintro ⟨u, hu⟩
      apply hv
      -- an invertible `E - H` cannot annihilate a nonzero vector
      have h0 : (algebraMap ℝ (Matrix n n ℂ) E - H) *ᵥ v = 0 := by
        rw [Matrix.sub_mulVec, h, Algebra.algebraMap_eq_smul_one, Matrix.smul_mulVec,
          Matrix.one_mulVec]
        ext k
        simp
      calc v = ((↑u⁻¹ : Matrix n n ℂ) * (↑u : Matrix n n ℂ)) *ᵥ v := by
            rw [Units.inv_mul, Matrix.one_mulVec]
        _ = 0 := by rw [← Matrix.mulVec_mulVec, hu, h0, Matrix.mulVec_zero]
    rw [hH.spectrum_real_eq_range_eigenvalues] at hs
    exact hs
  · rintro ⟨j, rfl⟩
    refine ⟨(hH.eigenvectorBasis j).ofLp, ?_, ?_⟩
    · intro h
      exact hH.eigenvectorBasis.orthonormal.ne_zero j (by ext k; exact congrFun h k)
    · exact (hH.mulVec_eigenvectorBasis j).trans (by ext k; simp)
```

With at least one basis state (`[Nonempty n]`), this finite list of eigenvalues has a smallest member, which is therefore $E_0(H)$.

```lean
/-- The ground energy of a Hermitian matrix of nonzero size is its lowest eigenvalue. -/
theorem groundEnergy_isLeast [Nonempty n] {H : Matrix n n ℂ} (hH : H.IsHermitian) :
    IsLeast (levels H) (groundEnergy H) := by
  obtain ⟨i, hi⟩ := Finite.exists_min hH.eigenvalues
  have h : IsLeast (levels H) (hH.eigenvalues i) :=
    ⟨(mem_levels_iff hH).2 ⟨i, rfl⟩, fun E hE => by
      obtain ⟨j, rfl⟩ := (mem_levels_iff hH).1 hE
      exact hi j⟩
  rw [groundEnergy, h.csInf_eq]
  exact h
```

Let $K=H-E_0(H)$. If $Kv=\kappa v$ with $v\neq0$, then $\kappa+E_0(H)$ is a level of $H$, so $\kappa\ge0$. Hence $K$ is positive semidefinite.

```lean
/-- A Hermitian matrix of nonzero size, measured from its ground energy, is positive
semidefinite. -/
theorem shifted_posSemidef [Nonempty n] {H : Matrix n n ℂ} (hH : H.IsHermitian) :
    (H - (groundEnergy H : ℂ) • (1 : Matrix n n ℂ)).PosSemidef := by
  have hK : (H - (groundEnergy H : ℂ) • (1 : Matrix n n ℂ)).IsHermitian := by
    rw [Matrix.IsHermitian, conjTranspose_sub, conjTranspose_smul, conjTranspose_one, hH.eq]
    simp
  rw [hK.posSemidef_iff_eigenvalues_nonneg]
  intro j
  obtain ⟨v, hv, h⟩ := (mem_levels_iff hK).2 ⟨j, rfl⟩
  have hl : hK.eigenvalues j + groundEnergy H ∈ levels H := ⟨v, hv, by
    rw [Matrix.sub_mulVec, Matrix.smul_mulVec, Matrix.one_mulVec, sub_eq_iff_eq_add] at h
    rw [h, Complex.ofReal_add, add_smul]⟩
  have := (groundEnergy_isLeast hH).2 hl
  show (0 : ℝ) ≤ _
  linarith
```

Expanding $v$ in orthonormal eigenvectors of $K$, with eigenvalues $\kappa_j$ and coefficients $c_j$, gives
$$\langle v,Hv\rangle-E_0(H)\langle v,v\rangle=\langle v,Kv\rangle=\sum_j\kappa_j|c_j|^2\ge0.$$
The sum vanishes only if $c_j=0$ wherever $\kappa_j>0$, that is, if $Kv=0$. In Lean, `key` is the first equality, and `dotProduct_mulVec_zero_iff` supplies the equality case.

```lean
/-- Variational principle for a Hermitian matrix of nonzero size: `⟨v, H v⟩` is at least the
ground energy times `⟨v, v⟩`, with equality exactly when `H v` is the ground energy times `v`. -/
theorem variational [Nonempty n] {H : Matrix n n ℂ} (hH : H.IsHermitian) (v : n → ℂ) :
    groundEnergy H * (star v ⬝ᵥ v).re ≤ meanEnergy H v ∧
      (meanEnergy H v = groundEnergy H * (star v ⬝ᵥ v).re ↔
        H *ᵥ v = (groundEnergy H : ℂ) • v) := by
  have hP := shifted_posSemidef hH
  have h := Complex.le_def.1 (hP.dotProduct_mulVec_nonneg v)
  have key : (star v ⬝ᵥ (H - (groundEnergy H : ℂ) • (1 : Matrix n n ℂ)) *ᵥ v).re
      = meanEnergy H v - groundEnergy H * (star v ⬝ᵥ v).re := by
    rw [Matrix.sub_mulVec, Matrix.smul_mulVec, Matrix.one_mulVec, dotProduct_sub,
      dotProduct_smul, smul_eq_mul, Complex.sub_re, Complex.re_ofReal_mul, meanEnergy]
  have h1 := h.1
  rw [key, Complex.zero_re] at h1
  refine ⟨by linarith, fun he => ?_, fun he => ?_⟩
  · -- a positive semidefinite form vanishes only on the kernel
    have hz := (hP.dotProduct_mulVec_zero_iff v).1
      (Complex.ext (by rw [key, he, sub_self, Complex.zero_re]) h.2.symm)
    rw [Matrix.sub_mulVec, Matrix.smul_mulVec, Matrix.one_mulVec] at hz
    exact sub_eq_zero.1 hz
  · rw [meanEnergy, he, dotProduct_smul, smul_eq_mul, Complex.re_ofReal_mul]
```

## Mixing two Hamiltonians

For real $s,t$, the matrix $M=sA+tB$ satisfies $M^\dagger=M$.

```lean
omit [Fintype n] [DecidableEq n] in
/-- A real linear combination of Hermitian matrices is Hermitian. -/
theorem isHermitian_mix {A B : Matrix n n ℂ} (hA : A.IsHermitian) (hB : B.IsHermitian)
    (s t : ℝ) : ((s : ℂ) • A + (t : ℂ) • B).IsHermitian := by
  rw [Matrix.IsHermitian, conjTranspose_add, conjTranspose_smul, conjTranspose_smul,
    hA.eq, hB.eq]
  simp
```

Now let $s,t>0$, let $v$ be a ground vector of $M$, and put $N=\langle v,v\rangle>0$. Then
$$E_0(M)N=s\langle v,Av\rangle+t\langle v,Bv\rangle\ge\bigl(sE_0(A)+tE_0(B)\bigr)N.$$
Dividing by $N$ gives the lower bound. If it is an equality, the two nonnegative excesses, weighted by $s$ and $t$, sum to zero. Both vanish, and $v$ is a ground vector of $A$ and of $B$.

Conversely, a shared ground vector $w$ satisfies $Mw=(sE_0(A)+tE_0(B))w$, so $E_0(M)$ is at most this value. In Lean, `hmean` and `hsplit` evaluate $\langle v,Mv\rangle$ in two ways, which together give the displayed equality.

```lean
/-- For Hermitian `A`, `B` of nonzero size and weights `s, t > 0`, the ground energy of
`s A + t B` is at least the weighted sum of the ground energies, with equality exactly when
`A` and `B` share a ground vector. -/
theorem groundEnergy_mix [Nonempty n] {A B : Matrix n n ℂ} (hA : A.IsHermitian)
    (hB : B.IsHermitian) {s t : ℝ} (hs : 0 < s) (ht : 0 < t) :
    s * groundEnergy A + t * groundEnergy B ≤ groundEnergy ((s : ℂ) • A + (t : ℂ) • B) ∧
      (groundEnergy ((s : ℂ) • A + (t : ℂ) • B) = s * groundEnergy A + t * groundEnergy B ↔
        ∃ v, IsGroundVector A v ∧ IsGroundVector B v) := by
  have hM := isHermitian_mix hA hB s t
  -- test both end members in the ground vector of the mixture
  obtain ⟨v, hv, hE⟩ := (groundEnergy_isLeast hM).1
  have hN : 0 < (star v ⬝ᵥ v).re := by
    have h : (star v ⬝ᵥ v).re = ∑ i, Complex.normSq (v i) := by
      simp [dotProduct, Complex.normSq_apply]
    obtain ⟨i, hi⟩ := Function.ne_iff.1 hv
    rw [h]
    exact Finset.sum_pos' (fun i _ => Complex.normSq_nonneg _)
      ⟨i, Finset.mem_univ i, Complex.normSq_pos.2 hi⟩
  have hmean := (variational hM v).2.2 hE
  have hsplit : meanEnergy ((s : ℂ) • A + (t : ℂ) • B) v
      = s * meanEnergy A v + t * meanEnergy B v := by
    simp only [meanEnergy, Matrix.add_mulVec, Matrix.smul_mulVec, dotProduct_add,
      dotProduct_smul, smul_eq_mul, Complex.add_re, Complex.re_ofReal_mul]
  have a := (variational hA v).1
  have b := (variational hB v).1
  have a' := mul_le_mul_of_nonneg_left a hs.le
  have b' := mul_le_mul_of_nonneg_left b ht.le
  have hle : s * groundEnergy A + t * groundEnergy B
      ≤ groundEnergy ((s : ℂ) • A + (t : ℂ) • B) := by
    refine le_of_mul_le_mul_right ?_ hN
    linarith
  refine ⟨hle, fun h => ⟨v, ⟨hv, ?_⟩, ⟨hv, ?_⟩⟩, ?_⟩
  · rw [h] at hmean
    refine (variational hA v).2.1 (le_antisymm (le_of_mul_le_mul_left ?_ hs) a)
    linarith
  · rw [h] at hmean
    refine (variational hB v).2.1 (le_antisymm (le_of_mul_le_mul_left ?_ ht) b)
    linarith
  · rintro ⟨w, ⟨hw, h1⟩, ⟨_, h2⟩⟩
    refine le_antisymm ((groundEnergy_isLeast hM).2 ⟨w, hw, ?_⟩) hle
    rw [Matrix.add_mulVec, Matrix.smul_mulVec, Matrix.smul_mulVec, h1, h2]
    push_cast
    module
```

## Concavity in composition

For $a,b>0$ with $a+b=1$, linearity gives $H(ax+by)=aH(x)+bH(y)$. The mixing bound then yields
$$E_0(H(ax+by))\ge aE_0(H(x))+bE_0(H(y)).$$
This holds for all real $x,y$, so in particular on $[0,1]$.

```lean
/-- For Hermitian end members of nonzero size, the virtual-crystal ground energy is a concave
function of the composition `x`, on the whole real line. -/
theorem groundEnergy_concave [Nonempty n] {A B : Matrix n n ℂ} (hA : A.IsHermitian)
    (hB : B.IsHermitian) :
    ConcaveOn ℝ Set.univ (fun x => groundEnergy (virtualCrystal A B x)) := by
  refine concaveOn_iff_forall_pos.2 ⟨convex_univ, fun x _ y _ a b ha hb hab => ?_⟩
  have hmix : virtualCrystal A B (a • x + b • y)
      = (a : ℂ) • virtualCrystal A B x + (b : ℂ) • virtualCrystal A B y := by
    obtain rfl : b = 1 - a := by linarith
    simp only [virtualCrystal, smul_eq_mul]
    push_cast
    module
  show a * _ + b * _ ≤ groundEnergy (virtualCrystal A B (a • x + b • y))
  rw [hmix]
  exact (groundEnergy_mix (isHermitian_mix hA hB x (1 - x))
    (isHermitian_mix hA hB y (1 - y)) ha hb).1
```

Real eigenvalues alone would not suffice in place of Hermiticity. Take
$$A=\begin{pmatrix}0&1\\0&0\end{pmatrix},\qquad B=\begin{pmatrix}0&0\\1&0\end{pmatrix}.$$
Both have only the level $0$, but for $0\le x\le1$ the mixture has levels $\pm\sqrt{x(1-x)}$. Its lowest level dips below the interpolation.

## When the linear rule holds

Setting $s=x$ and $t=1-x$ with $0<x<1$ gives the criterion. "Vegard" in the Lean names means linear interpolation of this energy, not of a lattice parameter.

```lean
/-- For Hermitian end members of nonzero size and `0 < x < 1`, the virtual-crystal ground energy
equals the linear interpolation if and only if the end members share a ground vector. -/
theorem vegard_iff_common_ground [Nonempty n] {A B : Matrix n n ℂ} (hA : A.IsHermitian)
    (hB : B.IsHermitian) {x : ℝ} (h0 : 0 < x) (h1 : x < 1) :
    groundEnergy (virtualCrystal A B x) = x * groundEnergy A + (1 - x) * groundEnergy B ↔
      ∃ v, IsGroundVector A v ∧ IsGroundVector B v :=
  (groundEnergy_mix hA hB h0 (sub_pos.2 h1)).2
```

The shared vector does not depend on $x$, so contact at one interior composition gives linearity at all others. At $x=0$ and $x=1$ the rule is an identity.

```lean
/-- For Hermitian end members of nonzero size, if the ground energy meets the linear
interpolation at one composition strictly between 0 and 1, it does so on all of `[0, 1]`. -/
theorem vegard_everywhere [Nonempty n] {A B : Matrix n n ℂ} (hA : A.IsHermitian)
    (hB : B.IsHermitian) {x : ℝ} (h0 : 0 < x) (h1 : x < 1)
    (h : groundEnergy (virtualCrystal A B x) = x * groundEnergy A + (1 - x) * groundEnergy B)
    {y : ℝ} (hy0 : 0 ≤ y) (hy1 : y ≤ 1) :
    groundEnergy (virtualCrystal A B y) = y * groundEnergy A + (1 - y) * groundEnergy B := by
  rcases hy0.eq_or_lt with rfl | hy0
  · simp [virtualCrystal]
  rcases hy1.eq_or_lt with rfl | hy1
  · simp [virtualCrystal]
  exact (vegard_iff_common_ground hA hB hy0 hy1).2
    ((vegard_iff_common_ground hA hB h0 h1).1 h)
```

## A two-level alloy that bows

For $A=\sigma_z$ and $B=\sigma_x$,
$$H(x)=\begin{pmatrix}x&1-x\\1-x&-x\end{pmatrix},\qquad H(x)^2=r^2\mathbf 1,\qquad r=\sqrt{x^2+(1-x)^2}>0.$$
Every level $\mu$ therefore satisfies $\mu^2=r^2$, so $\mu\ge-r$. The value $-r$ is attained by $(1-x,\,-(x+r))$, which is normalised on division by $\sqrt{2r(r+x)}$. In Lean, `z0` and `z1` are the two components of $(\mu^2-r^2)v=0$.

```lean
/-- For the two-level end members `σz` and `σx`, the virtual-crystal ground energy at
composition `x` is `-√(x² + (1 - x)²)`. -/
theorem two_level_bowing (x : ℝ) :
    groundEnergy (virtualCrystal !![1, 0; 0, -1] !![0, 1; 1, 0] x)
      = -Real.sqrt (x ^ 2 + (1 - x) ^ 2) := by
  obtain ⟨r, hrdef⟩ : ∃ r, r = Real.sqrt (x ^ 2 + (1 - x) ^ 2) := ⟨_, rfl⟩
  have hr : r ^ 2 = x ^ 2 + (1 - x) ^ 2 := by
    rw [hrdef]
    exact Real.sq_sqrt (by positivity)
  have hr0 : 0 < r := by
    rw [hrdef]
    exact Real.sqrt_pos.2 (by nlinarith [sq_nonneg (2 * x - 1)])
  have hc : (r : ℂ) ^ 2 = (x : ℂ) ^ 2 + (1 - (x : ℂ)) ^ 2 := by exact_mod_cast hr
  have hM : virtualCrystal !![1, 0; 0, -1] !![0, 1; 1, 0] x
      = !![(x : ℂ), 1 - (x : ℂ); 1 - (x : ℂ), -(x : ℂ)] := by
    ext i j
    fin_cases i <;> fin_cases j <;> simp [virtualCrystal]
  rw [← hrdef, hM, groundEnergy]
  refine IsLeast.csInf_eq ⟨⟨![((1 - x : ℝ) : ℂ), ((-(x + r) : ℝ) : ℂ)], ?_, ?_⟩, ?_⟩
  · intro h
    have e0 : ((1 - x : ℝ) : ℂ) = 0 := congrFun h 0
    have e1 : ((-(x + r) : ℝ) : ℂ) = 0 := congrFun h 1
    have e0' := Complex.ofReal_eq_zero.1 e0
    have e1' := Complex.ofReal_eq_zero.1 e1
    linarith
  · ext i
    fin_cases i
    · simp [Matrix.mulVec, dotProduct, Fin.sum_univ_two]
      ring
    · simp [Matrix.mulVec, dotProduct, Fin.sum_univ_two]
      linear_combination -hc
  · -- every level `μ` satisfies `μ² = r²`
    rintro μ ⟨v, hv, h⟩
    have e0 : (x : ℂ) * v 0 + (1 - (x : ℂ)) * v 1 = μ * v 0 := by
      simpa [Matrix.mulVec, dotProduct, Fin.sum_univ_two] using congrFun h 0
    have e1 : (1 - (x : ℂ)) * v 0 + -(x : ℂ) * v 1 = μ * v 1 := by
      simpa [Matrix.mulVec, dotProduct, Fin.sum_univ_two] using congrFun h 1
    have z0 : ((μ : ℂ) ^ 2 - (r : ℂ) ^ 2) * v 0 = 0 := by
      linear_combination (-(μ + x) : ℂ) * e0 - (1 - (x : ℂ)) * e1 - v 0 * hc
    have z1 : ((μ : ℂ) ^ 2 - (r : ℂ) ^ 2) * v 1 = 0 := by
      linear_combination (-(1 - x) : ℂ) * e0 + ((x : ℂ) - μ) * e1 - v 1 * hc
    have hμ : (μ : ℂ) ^ 2 - (r : ℂ) ^ 2 = 0 := by
      by_contra hne
      apply hv
      ext i
      fin_cases i
      · exact (mul_eq_zero.1 z0).resolve_left hne
      · exact (mul_eq_zero.1 z1).resolve_left hne
    have hμ' : μ ^ 2 - r ^ 2 = 0 := by exact_mod_cast hμ
    by_contra hlt
    have hlt' := lt_of_not_ge hlt
    nlinarith [mul_pos (show 0 < -μ - r by linarith) (show 0 < -μ + r by linarith)]

end

end VirtualCrystalBowing
```

```lean
#print axioms VirtualCrystalBowing.groundEnergy_concave
-- 'VirtualCrystalBowing.groundEnergy_concave' depends on axioms: [propext, Classical.choice, Quot.sound]
#print axioms VirtualCrystalBowing.vegard_everywhere
-- 'VirtualCrystalBowing.vegard_everywhere' depends on axioms: [propext, Classical.choice, Quot.sound]
#print axioms VirtualCrystalBowing.two_level_bowing
-- 'VirtualCrystalBowing.two_level_bowing' depends on axioms: [propext, Classical.choice, Quot.sound]
```
